# For one transition, the RPA correlation energy of a weak pair density scales as the fourth power of its norm

Why does a pair density that is 5 % too small cost me about 18.5 % of the RPA correlation energy? I scale the PAW pair density of a single transition by 0.95, as a crude model of incomplete augmentation. The Coulomb coupling is quadratic in the pair density, so I expected to lose about 10 %. The coupling is weak compared with the gap. Is the larger loss real, and does it persist when the coupling is not weak?

## Fourth power at weak coupling, between second and fourth otherwise

The larger loss is real. Let the transition connect two real orbitals, with gap $e>0$ and pair density $\rho_G$, and let the interaction kernel be $v_G\ge 0$. With $K=\sum_G v_G|\rho_G|^2$, the correlation energy $E$ of the density $s\rho$ satisfies

$$\frac{E(s^2K)}{s^4}\to-\frac{K^2}{4e}\qquad (s\to0,\ s\ne0).$$

At any coupling strength and for $|s|\le1$,

$$s^2E(K)\le E(s^2K)\le s^4E(K).$$

Since $E\le0$, a factor of 0.95 loses between 9.75 % and 18.55 % of a nonzero correlation energy. For RPA total energies from PAW pair densities, this shows in a one-transition model how a norm error is amplified.

**The energy without cancellation.** RPA here means the direct RPA, which has no exchange terms. For real orbitals the same Coulomb integral $K$ then enters both blocks, so the RPA matrix has $A=e+K$ and $B=K$, with rows $(A,B)$ and $(-B,-A)$. Its positive eigenvalue is

$$\Omega(K)=\sqrt{A^2-B^2}=\sqrt{e^2+2eK},$$

and the correlation energy is $E(K)=(\Omega(K)-e-K)/2$. Because

$$(\Omega-e-K)(\Omega+e+K)=\Omega^2-(e+K)^2=-K^2,$$

we have

$$E(K)=-\frac{K^2}{2(\Omega(K)+e+K)}.$$

So the correlation energy starts at second order in $K$, and $K$ is itself quadratic in the pair density.

**Bounds.** From $e^2\le e^2+2eK\le(e+K)^2$ we get $e\le\Omega\le e+K$, hence

$$-\frac{K^2}{2(2e+K)}\le E(K)\le-\frac{K^2}{4(e+K)}.$$

In particular, $-K^2/(4e)\le E(K)\le0$.

**Weak pair densities.** Replacing $\rho$ by $s\rho$ replaces $K$ by $s^2K$. For $s\ne0$,

$$\frac{E(s^2K)}{s^4}=-\frac{K^2}{2(\Omega(s^2K)+e+s^2K)}.$$

The denominator is continuous in $s$ and equals $4e$ at $s=0$, which gives the limit.

**Any coupling strength.** Put $t=s^2\le1$. The denominator $\Omega+e+K$ grows with $K$, so using its value at $K$ instead of $tK$ makes the negative fraction smaller in magnitude: $E(tK)\le t^2E(K)$. For the other side, write $\Omega=\Omega(K)$ and compute

$$e^2+2etK-\big((1-t)e+t\,\Omega\big)^2=t(1-t)(\Omega-e)^2\ge0.$$

Therefore $\Omega(tK)\ge(1-t)e+t\,\Omega(K)$. Subtracting $e+tK$ and halving gives $E(tK)\ge tE(K)$.

Here are the definitions and proofs in Lean.

```lean
import Mathlib

open Filter Topology

namespace PairDensityNormRPA

noncomputable section

variable {ι : Type*} [Fintype ι]

/-- The coupling `K = ∑ v_G |ρ_G|²` of a pair density `ρ` with itself through a diagonal
interaction kernel `v`. -/
def coupling (v : ι → ℝ) (ρ : ι → ℂ) : ℝ := ∑ G, v G * ‖ρ G‖ ^ 2

/-- The RPA excitation energy `√(e² + 2eK)` of a single transition between real orbitals with gap
`e` and coupling `K`, for `e² + 2eK ≥ 0`. -/
def rpaFrequency (e K : ℝ) : ℝ := √(e ^ 2 + 2 * e * K)

/-- The RPA correlation energy of one transition between real orbitals: half the difference between
the RPA excitation energy and the diagonal element `e + K`. -/
def rpaEnergy (e K : ℝ) : ℝ := (rpaFrequency e K - (e + K)) / 2

/-- For a positive gap and non-negative coupling, the square of the RPA excitation energy
is `e² + 2eK`. -/
theorem rpaFrequency_sq {e K : ℝ} (he : 0 < e) (hK : 0 ≤ K) :
    rpaFrequency e K ^ 2 = e ^ 2 + 2 * e * K :=
  Real.sq_sqrt (by positivity)

/-- For a positive gap and non-negative coupling, the RPA excitation energy solves the secular
equation of the RPA matrix with blocks `A = e + K` and `B = K`. -/
theorem rpa_secular {e K : ℝ} (he : 0 < e) (hK : 0 ≤ K) :
    Matrix.det !![e + K - rpaFrequency e K, K; -K, -(e + K) - rpaFrequency e K] = 0 := by
  rw [Matrix.det_fin_two_of]
  linear_combination rpaFrequency_sq he hK

/-- Scaling the pair density by a real factor `s` scales its coupling by `s²`. -/
theorem coupling_smul (v : ι → ℝ) (ρ : ι → ℂ) (s : ℝ) :
    coupling v (s • ρ) = s ^ 2 * coupling v ρ := by
  unfold coupling
  rw [Finset.mul_sum]
  refine Finset.sum_congr rfl fun G _ => ?_
  rw [Pi.smul_apply, norm_smul, Real.norm_eq_abs, mul_pow, sq_abs]
  ring

/-- A non-negative interaction kernel gives a non-negative coupling. -/
theorem coupling_nonneg {v : ι → ℝ} (hv : ∀ G, 0 ≤ v G) (ρ : ι → ℂ) :
    0 ≤ coupling v ρ :=
  Finset.sum_nonneg fun G _ => mul_nonneg (hv G) (sq_nonneg _)

/-- For a positive gap and non-negative coupling, the RPA correlation energy equals
`-K² / (2(Ω + e + K))`, where `Ω` is the RPA excitation energy. -/
theorem rpaEnergy_eq {e K : ℝ} (he : 0 < e) (hK : 0 ≤ K) :
    rpaEnergy e K = -(K ^ 2 / (2 * (rpaFrequency e K + e + K))) := by
  have hw : 0 ≤ rpaFrequency e K := Real.sqrt_nonneg _
  have hD : 2 * (rpaFrequency e K + e + K) ≠ 0 := by positivity
  rw [← neg_div, eq_div_iff hD]
  unfold rpaEnergy
  linear_combination rpaFrequency_sq he hK

/-- For a positive gap and non-negative coupling, the RPA correlation energy lies between
`-K² / (2(2e + K))` and `-K² / (4(e + K))`. -/
theorem rpaEnergy_bracket {e K : ℝ} (he : 0 < e) (hK : 0 ≤ K) :
    -(K ^ 2 / (2 * (2 * e + K))) ≤ rpaEnergy e K ∧
      rpaEnergy e K ≤ -(K ^ 2 / (4 * (e + K))) := by
  have heK : 0 ≤ e * K := mul_nonneg he.le hK
  -- the excitation energy lies between the gap and the diagonal element
  have h1 : e ≤ rpaFrequency e K := (Real.le_sqrt' he).2 (by nlinarith)
  have h2 : rpaFrequency e K ≤ e + K :=
    Real.sqrt_le_iff.2 ⟨by positivity, by nlinarith [sq_nonneg K]⟩
  rw [rpaEnergy_eq he hK]
  constructor
  · exact neg_le_neg (div_le_div_of_nonneg_left (sq_nonneg K) (by positivity) (by linarith))
  · exact neg_le_neg (div_le_div_of_nonneg_left (sq_nonneg K) (by linarith) (by linarith))

/-- Quartic scaling: for a positive gap and a non-negative kernel, the RPA correlation energy
of the scaled pair density `s ρ`, divided by `s⁴`, tends to `-K² / (4e)` as nonzero `s` tends
to zero, where `K` is the coupling of `ρ`. -/
theorem rpaEnergy_quartic_scaling {e : ℝ} (he : 0 < e) {v : ι → ℝ} (hv : ∀ G, 0 ≤ v G)
    (ρ : ι → ℂ) :
    Tendsto (fun s : ℝ => rpaEnergy e (coupling v (s • ρ)) / s ^ 4) (𝓝[≠] 0)
      (𝓝 (-(coupling v ρ ^ 2 / (4 * e)))) := by
  have hK := coupling_nonneg hv ρ
  simp only [coupling_smul]
  generalize coupling v ρ = K at hK ⊢
  -- the denominator of the closed form is continuous and equals `4e` at `s = 0`
  have hc : Continuous fun s : ℝ => 2 * (rpaFrequency e (s ^ 2 * K) + e + s ^ 2 * K) := by
    unfold rpaFrequency
    fun_prop
  have hval : 2 * (rpaFrequency e ((0 : ℝ) ^ 2 * K) + e + (0 : ℝ) ^ 2 * K) = 4 * e := by
    unfold rpaFrequency
    rw [show e ^ 2 + 2 * e * ((0 : ℝ) ^ 2 * K) = e ^ 2 by ring, Real.sqrt_sq he.le]
    ring
  have h0 := hc.tendsto' 0 (4 * e) hval
  have key : Tendsto
      (fun s : ℝ => -(K ^ 2 / (2 * (rpaFrequency e (s ^ 2 * K) + e + s ^ 2 * K))))
      (𝓝[≠] 0) (𝓝 (-(K ^ 2 / (4 * e)))) :=
    ((tendsto_const_nhds.div h0 (by positivity)).neg).mono_left nhdsWithin_le_nhds
  -- away from `s = 0` the factor `s⁴` cancels exactly
  refine Tendsto.congr' ?_ key
  filter_upwards [self_mem_nhdsWithin] with s hs
  have hs' : s ≠ 0 := hs
  rw [rpaEnergy_eq he (by positivity), show (s ^ 2 * K) ^ 2 = s ^ 4 * K ^ 2 by ring,
    neg_div, div_right_comm, mul_div_cancel_left₀ _ (pow_ne_zero 4 hs')]

/-- Norm deficit at any coupling strength: for a positive gap, a non-negative kernel and
`|s| ≤ 1`, the RPA correlation energy of `s ρ` lies between `s²` and `s⁴` times that of `ρ`. -/
theorem rpaEnergy_norm_deficit {e : ℝ} (he : 0 < e) {v : ι → ℝ} (hv : ∀ G, 0 ≤ v G)
    (ρ : ι → ℂ) {s : ℝ} (hs : |s| ≤ 1) :
    s ^ 2 * rpaEnergy e (coupling v ρ) ≤ rpaEnergy e (coupling v (s • ρ)) ∧
      rpaEnergy e (coupling v (s • ρ)) ≤ s ^ 4 * rpaEnergy e (coupling v ρ) := by
  have hK := coupling_nonneg hv ρ
  rw [coupling_smul]
  generalize coupling v ρ = K at hK ⊢
  have ht : s ^ 2 ≤ 1 := (sq_le_one_iff_abs_le_one s).2 hs
  have hsK : s ^ 2 * K ≤ K := mul_le_of_le_one_left hK ht
  constructor
  · -- concavity of the square root
    have h2 : s ^ 2 * rpaFrequency e K ^ 2 = s ^ 2 * (e ^ 2 + 2 * e * K) := by
      rw [rpaFrequency_sq he hK]
    have h3 : ((1 - s ^ 2) * e + s ^ 2 * rpaFrequency e K) ^ 2
        ≤ e ^ 2 + 2 * e * (s ^ 2 * K) := by
      nlinarith [mul_nonneg (mul_nonneg (sq_nonneg s) (sub_nonneg.2 ht))
        (sq_nonneg (rpaFrequency e K - e))]
    have h4 : (1 - s ^ 2) * e + s ^ 2 * rpaFrequency e K ≤ rpaFrequency e (s ^ 2 * K) :=
      le_trans (le_abs_self _) (Real.abs_le_sqrt h3)
    unfold rpaEnergy
    linarith
  · -- a weaker coupling lowers the denominator of the closed form
    have hw : rpaFrequency e (s ^ 2 * K) ≤ rpaFrequency e K :=
      Real.sqrt_le_sqrt (by gcongr)
    have hw0 : 0 ≤ rpaFrequency e (s ^ 2 * K) := Real.sqrt_nonneg _
    rw [rpaEnergy_eq he hK, rpaEnergy_eq he (by positivity)]
    calc -((s ^ 2 * K) ^ 2 / (2 * (rpaFrequency e (s ^ 2 * K) + e + s ^ 2 * K)))
        ≤ -((s ^ 2 * K) ^ 2 / (2 * (rpaFrequency e K + e + K))) :=
          neg_le_neg (div_le_div_of_nonneg_left (sq_nonneg _) (by positivity) (by linarith))
      _ = s ^ 4 * -(K ^ 2 / (2 * (rpaFrequency e K + e + K))) := by ring

end

end PairDensityNormRPA
```

```lean
#print axioms PairDensityNormRPA.rpa_secular
#print axioms PairDensityNormRPA.rpaEnergy_bracket
#print axioms PairDensityNormRPA.rpaEnergy_quartic_scaling
#print axioms PairDensityNormRPA.rpaEnergy_norm_deficit
```

```
'PairDensityNormRPA.rpa_secular' depends on axioms: [propext, Classical.choice, Quot.sound]
'PairDensityNormRPA.rpaEnergy_bracket' depends on axioms: [propext, Classical.choice, Quot.sound]
'PairDensityNormRPA.rpaEnergy_quartic_scaling' depends on axioms: [propext, Classical.choice, Quot.sound]
'PairDensityNormRPA.rpaEnergy_norm_deficit' depends on axioms: [propext, Classical.choice, Quot.sound]
```

**What the statements say.** The finite type `ι` labels the basis functions, for instance plane waves $G$. The pair density is `ρ : ι → ℂ`, and the kernel `v : ι → ℝ` is diagonal in that basis. The coefficients are complex because even a real pair density has complex plane-wave coefficients. Lean does not require the orbitals to be real, but reading `rpaEnergy` as the RPA correlation energy does: for complex orbitals $B$ can differ from $K$. Prefactors such as volume and spin factors have to be absorbed into `v`. The definitions `coupling`, `rpaFrequency` and `rpaEnergy` are $K$, $\Omega$ and $E$.

The hypothesis `he` says that the transition has a positive gap, and `hv` says that the kernel is repulsive or zero in every component, as for a Coulomb interaction. The theorems that take a number `K` directly assume `0 ≤ K`; `coupling_nonneg` derives this from `hv`.

`rpaEnergy_quartic_scaling` is the limit, with `𝓝[≠] 0` meaning that $s$ approaches zero from either side without being zero. `rpaEnergy_norm_deficit` is the two-sided inequality for `|s| ≤ 1`.

The file takes the correlation energy formula as a definition; it does not derive it from an adiabatic connection. What it does prove, in `rpa_secular`, is that $\Omega$ is a root of the secular determinant of the two-by-two matrix. The norm error is one real factor common to all components, whereas a real augmentation error usually varies with $G$. The gap stays fixed while $s$ changes, and there is no second transition to couple to.

**How the Lean steps match the algebra.** `rpaFrequency_sq` removes the square root. With it, `linear_combination` proves both the secular equation and, once the denominator has been cleared, the cancellation-free form `rpaEnergy_eq`. `coupling_smul` takes $s^2$ out of the sum term by term.

In `rpaEnergy_bracket`, `h1` and `h2` are the inequalities $e\le\Omega$ and $\Omega\le e+K$. Comparing fractions with the same numerator then gives the two bounds.

In the limit theorem, `generalize` replaces the coupling by a plain number $K$. The steps `hc` and `hval` state that the denominator is continuous and has the value $4e$ at $s=0$, and `key` is the resulting limit of the cancelled expression. `Tendsto.congr'` carries it over to the original quotient, which agrees with that expression for every nonzero $s$.

In the last theorem, `h3` is the squared inequality above: `nlinarith` receives the non-negative product $s^2(1-s^2)(\Omega-e)^2$ as a hint. `h4` takes the square root, and `linarith` finishes the lower bound. For the upper bound, `hw` says that $\Omega$ does not increase when the coupling is reduced, and the `calc` block compares the denominators and takes out $s^4$.
